# Energy above hull is the positive part of the decomposition energy when other phases can mix to the same composition

Suppose a compound has two polymorphs with energies of 0 and 30 meV per atom, and nothing else competes. The upper one lies 30 meV above the hull and the lower one lies on it. If I leave each phase out of the hull I compare it with, I get +30 and −30 meV instead, so the energy above hull is this second number with negative values set to zero. In a system with many compositions, though, leaving a phase out can redraw the tie lines around it. Why should the same simple relation survive?

## A mixture at the phase's own composition still has it after the phase is removed

With two polymorphs of energies $E_1$ and $E_2$, every mixture has energy $tE_1+(1-t)E_2$ with $0\le t\le 1$, so the lowest value is $\min(E_1,E_2)$. The general case reduces to this one, with the best mixture of competitors in the role of the second polymorph.

Let finitely many phases $i$ have compositions $x_i$ and energies $E_i$. A mixture at composition $X$ is a set of fractions $w_i\ge 0$ with $\sum_i w_i=1$ and $\sum_i w_ix_i=X$. Let $H(X)$ be the infimum of $\sum_i w_iE_i$ over these mixtures, and $H'(X)$ the infimum over those with $w_k=0$. The decomposition energy of phase $k$ is $D_k=E_k-H'(x_k)$, with the sign chosen so that it is positive when competitors can reach a lower energy at the same composition. Assume that $x_k$ lies in the convex hull of the other compositions, so that competitor mixtures at $x_k$ exist. Since $0\le w_i\le1$, all mixture energies are at least $-\sum_i|E_i|$, and both infima are finite.

Pure $k$ is a mixture at $x_k$, so $H(x_k)\le E_k$. Every competitor mixture is also a mixture of all phases, so $H(x_k)\le H'(x_k)$.

For the reverse bound, take any mixture $w$ at $x_k$ and put $t=w_k$. If $t=1$, the other fractions vanish and the energy is $E_k$. If $t<1$, set $v_k=0$ and $v_i=w_i/(1-t)$ for $i\ne k$. These fractions are nonnegative and sum to $(1-t)/(1-t)=1$, and their composition is

$$\sum_i v_ix_i=\frac{x_k-t\,x_k}{1-t}=x_k .$$

The remainder is thus a competitor mixture at the same composition, and

$$\sum_i w_iE_i=tE_k+(1-t)\sum_i v_iE_i\ \ge\ tE_k+(1-t)H'(x_k)\ \ge\ \min(E_k,H'(x_k)).$$

Hence $H(x_k)=\min(E_k,H'(x_k))$, and

$$E_k-H(x_k)=\max(E_k-H'(x_k),0)=\max(D_k,0).$$

Removing the phase may well redraw the tie lines, but only the values of the two hulls at $x_k$ enter here.

Three consequences follow.

- If $x_k$ lies outside the hull of the other compositions, the case $t<1$ is impossible, so $H(x_k)=E_k$ and the energy above hull is zero. A single phase with no competitors is the smallest example.
- With $x_k$ again inside that hull, change $E_k$ alone by $\delta$. Then $H'(x_k)$ stays fixed and $D_k$ becomes $D_k+\delta$, so the phase lies on the new hull exactly when $\delta\le -D_k$.
- Let a binary compound have composition $c\in[0,1]$ and energy $e$, and let its only competitors be the end members at 0 and 1, of energies $a$ and $b$. The lever rule fixes the end-member fractions as $1-c$ and $c$, so the energy above hull is $\max(e-(1-c)a-cb,\,0)$. At $c=0$ this is $\max(e-a,0)$, the two-polymorph result again.

The splitting also suggests a neighbouring result, argued here by hand only: if $D_k\ge0$, deleting phase $k$ leaves the hull energy unchanged at every reachable composition, because its share in any mixture can be replaced by competitors at $x_k$ whose energy is at most $E_k$, up to an arbitrarily small amount.

For a finite list of computed phases with fixed compositions and energies, the relation shows what is lost when only the energy above hull is reported: it is zero for every phase on the hull, while $D_k$, where it is defined, also records the margin.

### Phases, fractions and hulls as Lean objects

The finite type `ι` labels the phases, `x : ι → V` gives their compositions in a real vector space `V`, and `E : ι → ℝ` their energies. Energies, compositions and fractions must refer to the same amount of matter; with energies per atom and atomic fractions as compositions, `w i` is the share of atoms in phase `i`.

`IsMixture x s X w` lists the conditions on a mixture drawn from the set `s`, with `balance` expressing conservation of matter. `hullEnergy` is the infimum of the mixture energies. The set `Set.univ` admits all phases and gives $H$; the complement `{k}ᶜ` gives $H'$. Excluding a phase means excluding its label, so another polymorph with the same composition remains a competitor. The relation depends on this convention: if all phases of that composition were excluded, a higher polymorph could have a negative decomposition energy and still lie above the hull.

The main theorem, `energyAboveHull_eq_max`, assumes `x k ∈ convexHull ℝ (x '' {k}ᶜ)`: the competitors can together supply the composition of phase `k`. Without such mixtures, Lean's infimum of the empty set is 0 and `decompositionEnergy` would return `E k`, which compares the phase with no competitor at all.

In `on_hull_iff_shift_le`, `E'` agrees with `E` except possibly at `k`, and lying on the hull means zero energy above it, so ties count. In `binary_compound`, the labels 0, 1 and 2 stand for the first end member, the compound and the second end member.

The model has no interface energies, no kinetics and no solution phases of continuously variable composition. Gibbs energies at a fixed temperature and pressure may be used for `E`, provided each phase has a single fixed value.

```lean
import Mathlib

open Finset

namespace DecompositionEnergy

noncomputable section

variable {ι V : Type*} [Fintype ι] [AddCommGroup V] [Module ℝ V]

/-- Phase fractions `w` describe a mixture of phases from the set `s` with overall
composition `X`: they are nonnegative, vanish outside `s`, sum to one and conserve matter. -/
structure IsMixture (x : ι → V) (s : Set ι) (X : V) (w : ι → ℝ) : Prop where
  nonneg : ∀ i, 0 ≤ w i
  support : ∀ i, i ∉ s → w i = 0
  total : ∑ i, w i = 1
  balance : ∑ i, w i • x i = X

/-- The hull energy at composition `X` built from the phases in `s`: the infimum of the
energies of their mixtures, for `X` in the convex hull of their compositions. -/
def hullEnergy (x : ι → V) (E : ι → ℝ) (s : Set ι) (X : V) : ℝ :=
  sInf {e | ∃ w, IsMixture x s X w ∧ ∑ i, w i * E i = e}

/-- The energy of phase `k` above the hull of all phases, `k` included. -/
def energyAboveHull (x : ι → V) (E : ι → ℝ) (k : ι) : ℝ :=
  E k - hullEnergy x E Set.univ (x k)

/-- The decomposition energy of phase `k`: its energy relative to the hull built without it,
for `x k` in the convex hull of the other compositions. -/
def decompositionEnergy (x : ι → V) (E : ι → ℝ) (k : ι) : ℝ :=
  E k - hullEnergy x E {k}ᶜ (x k)

/-- A phase of the set `s`, taken pure, is a mixture with its own composition and energy. -/
theorem exists_pure (x : ι → V) {s : Set ι} {k : ι} (hk : k ∈ s) :
    ∃ w, IsMixture x s (x k) w ∧ ∀ E : ι → ℝ, ∑ i, w i * E i = E k := by
  classical
  refine ⟨fun j => if j = k then 1 else 0, ⟨fun j => ?_, fun j hj => ?_, ?_, ?_⟩, fun E => ?_⟩
  · show (0 : ℝ) ≤ if j = k then 1 else 0
    split_ifs <;> norm_num
  · exact if_neg (fun h => hj (by rw [h]; exact hk))
  · simp
  · simp
  · simp

/-- A composition can be reached by mixing phases of `s` exactly when it lies in the convex
hull of their compositions. -/
theorem mem_convexHull_iff (x : ι → V) (s : Set ι) (X : V) :
    X ∈ convexHull ℝ (x '' s) ↔ ∃ w, IsMixture x s X w := by
  classical
  constructor
  · intro hX
    have hsub : convexHull ℝ (x '' s) ⊆ {Y | ∃ w, IsMixture x s Y w} := by
      refine convexHull_min ?_ ?_
      · rintro _ ⟨i, hi, rfl⟩
        obtain ⟨w, hw, _⟩ := exists_pure x hi
        exact ⟨w, hw⟩
      · -- mixing two mixtures gives a mixture
        rintro Y ⟨w, hw⟩ Z ⟨v, hv⟩ a b ha hb hab
        refine ⟨fun i => a * w i + b * v i, ⟨fun i => ?_, fun i hi => ?_, ?_, ?_⟩⟩
        · exact add_nonneg (mul_nonneg ha (hw.nonneg i)) (mul_nonneg hb (hv.nonneg i))
        · simp [hw.support i hi, hv.support i hi]
        · simp only [sum_add_distrib, ← mul_sum, hw.total, hv.total, mul_one, hab]
        · simp only [add_smul, mul_smul, sum_add_distrib, ← smul_sum, hw.balance, hv.balance]
    exact hsub hX
  · rintro ⟨w, hw⟩
    have hs : ∀ i, w i ≠ 0 → i ∈ s := fun i h => by
      by_contra hi
      exact h (hw.support i hi)
    rw [← hw.balance, ← sum_filter_of_ne (p := fun i => i ∈ s)
      (fun i _ h => hs i (fun h0 => h (by rw [h0, zero_smul])))]
    refine (convex_convexHull ℝ (x '' s)).sum_mem (fun i _ => hw.nonneg i) ?_ ?_
    · rw [sum_filter_of_ne (fun i _ h => hs i h), hw.total]
    · intro i hi
      exact subset_convexHull ℝ _ ⟨i, (mem_filter.mp hi).2, rfl⟩

/-- The hull energy is at most the energy of any mixture with the same composition. -/
theorem hullEnergy_le {x : ι → V} {s : Set ι} {X : V} {w : ι → ℝ} (E : ι → ℝ)
    (hw : IsMixture x s X w) : hullEnergy x E s X ≤ ∑ i, w i * E i := by
  refine csInf_le ⟨∑ i, -|E i|, ?_⟩ ⟨w, hw, rfl⟩
  rintro _ ⟨v, hv, rfl⟩
  refine sum_le_sum fun i _ => ?_
  have h1 : v i ≤ 1 := by
    rw [← hv.total]
    exact single_le_sum (fun j _ => hv.nonneg j) (mem_univ i)
  nlinarith [mul_nonneg (hv.nonneg i) (by linarith [neg_abs_le (E i)] : 0 ≤ E i + |E i|),
    mul_nonneg (sub_nonneg.mpr h1) (abs_nonneg (E i))]

/-- At a reachable composition, a lower bound on all mixture energies bounds the hull energy. -/
theorem le_hullEnergy {x : ι → V} {E : ι → ℝ} {s : Set ι} {X : V} {c : ℝ}
    (hX : X ∈ convexHull ℝ (x '' s))
    (h : ∀ w, IsMixture x s X w → c ≤ ∑ i, w i * E i) : c ≤ hullEnergy x E s X := by
  obtain ⟨w, hw⟩ := (mem_convexHull_iff x s X).mp hX
  refine le_csInf ⟨_, w, hw, rfl⟩ ?_
  rintro _ ⟨v, hv, rfl⟩
  exact h v hv

/-- The energy of a mixture with the composition of phase `k` is either that of pure `k`, or the
weighted average, with weights `t` and `1 - t` for some `0 ≤ t < 1`, of the energies of pure `k` and
of some mixture of the other phases that also has composition `x k`. -/
theorem split_mixture {x : ι → V} {k : ι} {w : ι → ℝ} (E : ι → ℝ)
    (hw : IsMixture x Set.univ (x k) w) :
    ∑ i, w i * E i = E k ∨ ∃ t v, 0 ≤ t ∧ t < 1 ∧ IsMixture x {k}ᶜ (x k) v ∧
      ∑ i, w i * E i = t * E k + (1 - t) * ∑ i, v i * E i := by
  classical
  rcases lt_or_ge (w k) 1 with hlt | hge
  · right
    have hpos : 0 < 1 - w k := by linarith
    have hb : ∑ i, (w i - if i = k then w k else 0) • x i = (1 - w k) • x k := by
      simp [sub_smul, ite_smul, sum_sub_distrib, hw.balance]
    have hE : ∑ i, (w i - if i = k then w k else 0) * E i = ∑ i, w i * E i - w k * E k := by
      simp [sub_mul, ite_mul, sum_sub_distrib]
    have ht : ∑ i, (w i - if i = k then w k else 0) = 1 - w k := by
      simp [sum_sub_distrib, hw.total]
    -- remove phase `k` and renormalise the remaining fractions
    refine ⟨w k, fun i => (1 - w k)⁻¹ * (w i - if i = k then w k else 0),
      hw.nonneg k, hlt, ⟨fun i => ?_, fun i hi => ?_, ?_, ?_⟩, ?_⟩
    · refine mul_nonneg (inv_nonneg.mpr hpos.le) ?_
      by_cases h : i = k
      · simp [h]
      · simpa [h] using hw.nonneg i
    · have h : i = k := by simpa using hi
      simp [h]
    · rw [← mul_sum, ht, inv_mul_cancel₀ hpos.ne']
    · simp only [mul_smul]
      rw [← smul_sum, hb, smul_smul, inv_mul_cancel₀ hpos.ne', one_smul]
    · simp only [mul_assoc]
      rw [← mul_sum, hE, ← mul_assoc, mul_inv_cancel₀ hpos.ne']
      ring
  · left
    have hsum := add_sum_erase univ w (mem_univ k)
    rw [hw.total] at hsum
    have h0 : ∀ i, i ≠ k → w i = 0 := fun i hi => by
      have := single_le_sum (fun j _ => hw.nonneg j) (mem_erase.mpr ⟨hi, mem_univ i⟩)
      linarith [hw.nonneg i]
    have h1 : w k = 1 := by
      have := sum_nonneg (fun j (_ : j ∈ univ.erase k) => hw.nonneg j)
      linarith
    rw [sum_eq_single k (fun i _ hi => by rw [h0 i hi, zero_mul])
      (fun h => absurd (mem_univ k) h), h1, one_mul]

/-- If `x k` lies in the convex hull of the other compositions, the energy of phase `k` above
the full hull is the positive part of its decomposition energy. -/
theorem energyAboveHull_eq_max {x : ι → V} {k : ι} (E : ι → ℝ)
    (hk : x k ∈ convexHull ℝ (x '' {k}ᶜ)) :
    energyAboveHull x E k = max (decompositionEnergy x E k) 0 := by
  have hmin : hullEnergy x E Set.univ (x k) = min (E k) (hullEnergy x E {k}ᶜ (x k)) := by
    apply le_antisymm
    · refine le_min ?_ (le_hullEnergy hk fun w hw => hullEnergy_le E
        ⟨hw.nonneg, fun i hi => absurd (Set.mem_univ i) hi, hw.total, hw.balance⟩)
      obtain ⟨w, hw, he⟩ := exists_pure x (Set.mem_univ k)
      exact (hullEnergy_le E hw).trans_eq (he E)
    · refine le_hullEnergy (subset_convexHull ℝ _ ⟨k, Set.mem_univ k, rfl⟩) fun w hw => ?_
      rcases split_mixture E hw with h | ⟨t, v, ht0, ht1, hv, h⟩
      · rw [h]
        exact min_le_left _ _
      · -- a weighted average is at least the smaller of its two terms
        have ha := min_le_left (E k) (hullEnergy x E {k}ᶜ (x k))
        have hb := (min_le_right (E k) (hullEnergy x E {k}ᶜ (x k))).trans (hullEnergy_le E hv)
        rw [h]
        linarith [mul_le_mul_of_nonneg_left ha ht0,
          mul_le_mul_of_nonneg_left hb (sub_nonneg.mpr ht1.le)]
  unfold energyAboveHull decompositionEnergy
  rw [hmin]
  rcases le_total (E k) (hullEnergy x E {k}ᶜ (x k)) with h | h
  · rw [min_eq_left h, max_eq_right (by linarith), sub_self]
  · rw [min_eq_right h, max_eq_left (by linarith)]

/-- A phase whose composition lies outside the convex hull of the other compositions has
zero energy above the hull. -/
theorem energyAboveHull_eq_zero {x : ι → V} {k : ι} (E : ι → ℝ)
    (hk : x k ∉ convexHull ℝ (x '' {k}ᶜ)) : energyAboveHull x E k = 0 := by
  refine sub_eq_zero.mpr (le_antisymm ?_ ?_)
  · refine le_hullEnergy (subset_convexHull ℝ _ ⟨k, Set.mem_univ k, rfl⟩) fun w hw => ?_
    rcases split_mixture E hw with h | ⟨t, v, _, _, hv, _⟩
    · exact h.ge
    · exact absurd ((mem_convexHull_iff x _ _).mpr ⟨v, hv⟩) hk
  · obtain ⟨w, hw, he⟩ := exists_pure x (Set.mem_univ k)
    exact (hullEnergy_le E hw).trans_eq (he E)

/-- Stability margin: let `x k` lie in the convex hull of the other compositions and change only
the energy of phase `k`. The phase then lies on the new hull exactly when the change is at most
minus its original decomposition energy. -/
theorem on_hull_iff_shift_le {x : ι → V} {k : ι} {E E' : ι → ℝ}
    (hk : x k ∈ convexHull ℝ (x '' {k}ᶜ)) (hE : ∀ i, i ≠ k → E' i = E i) :
    energyAboveHull x E' k = 0 ↔ E' k - E k ≤ -decompositionEnergy x E k := by
  -- the hull of the competitors does not see the energy of phase `k`
  have hs : ∀ w, IsMixture x {k}ᶜ (x k) w → ∑ i, w i * E' i = ∑ i, w i * E i := by
    intro w hw
    refine sum_congr rfl fun i _ => ?_
    by_cases h : i = k
    · rw [hw.support i (by simp [h]), zero_mul, zero_mul]
    · rw [hE i h]
  have hH : hullEnergy x E' {k}ᶜ (x k) = hullEnergy x E {k}ᶜ (x k) :=
    le_antisymm
      (le_hullEnergy hk fun w hw => (hullEnergy_le E' hw).trans_eq (hs w hw))
      (le_hullEnergy hk fun w hw => (hullEnergy_le E hw).trans_eq (hs w hw).symm)
  rw [energyAboveHull_eq_max E' hk, max_eq_right_iff]
  unfold decompositionEnergy
  rw [hH]
  constructor <;> intro h <;> linarith

/-- A binary compound of composition `c` in `[0, 1]` and energy `e`, with end members of energies
`a` and `b` as its only competitors, lies above the hull by the positive part of its energy
relative to the tie line. -/
theorem binary_compound (a b c e : ℝ) (h0 : 0 ≤ c) (h1 : c ≤ 1) :
    energyAboveHull ![0, c, 1] ![a, e, b] 1 = max (e - ((1 - c) * a + c * b)) 0 := by
  have hm : IsMixture ![0, c, 1] {(1 : Fin 3)}ᶜ (![0, c, 1] 1) ![1 - c, 0, c] := by
    refine ⟨fun i => ?_, fun i hi => ?_, ?_, ?_⟩
    · fin_cases i <;> simp [h0, h1]
    · have h : i = 1 := by simpa using hi
      subst h
      rfl
    · simp [Fin.sum_univ_three]
    · simp [Fin.sum_univ_three]
  -- the lever rule fixes the fractions of the two end members
  have key : ∀ w, IsMixture ![0, c, 1] {(1 : Fin 3)}ᶜ (![0, c, 1] 1) w →
      ∑ i, w i * ![a, e, b] i = (1 - c) * a + c * b := by
    intro w hw
    have hw1 : w 1 = 0 := hw.support 1 (by simp)
    have ht := hw.total
    have hb := hw.balance
    rw [Fin.sum_univ_three] at ht hb
    change w 0 * 0 + w 1 * c + w 2 * 1 = c at hb
    have hw2 : w 2 = c := by
      rw [hw1] at hb
      linarith
    have hw0 : w 0 = 1 - c := by linarith
    rw [Fin.sum_univ_three]
    change w 0 * a + w 1 * e + w 2 * b = _
    rw [hw0, hw1, hw2]
    ring
  have hk := (mem_convexHull_iff _ _ _).mpr ⟨_, hm⟩
  have hH : hullEnergy ![0, c, 1] ![a, e, b] {(1 : Fin 3)}ᶜ (![0, c, 1] 1)
      = (1 - c) * a + c * b :=
    le_antisymm ((hullEnergy_le _ hm).trans_eq (key _ hm))
      (le_hullEnergy hk fun w hw => (key w hw).ge)
  rw [energyAboveHull_eq_max _ hk]
  unfold decompositionEnergy
  rw [hH]
  rfl

end

end DecompositionEnergy
```

```lean
#print axioms DecompositionEnergy.energyAboveHull_eq_max
-- 'DecompositionEnergy.energyAboveHull_eq_max' depends on axioms: [propext, Classical.choice, Quot.sound]
#print axioms DecompositionEnergy.energyAboveHull_eq_zero
-- 'DecompositionEnergy.energyAboveHull_eq_zero' depends on axioms: [propext, Classical.choice, Quot.sound]
#print axioms DecompositionEnergy.on_hull_iff_shift_le
-- 'DecompositionEnergy.on_hull_iff_shift_le' depends on axioms: [propext, Classical.choice, Quot.sound]
#print axioms DecompositionEnergy.binary_compound
-- 'DecompositionEnergy.binary_compound' depends on axioms: [propext, Classical.choice, Quot.sound]
```

### From pure phases to the minimum of two energies

`exists_pure` supplies the mixture with fraction one of a single phase. `mem_convexHull_iff` identifies reachable compositions with the convex hull. In one direction, `convexHull_min` applies because the reachable compositions include those of the pure phases and form a convex set. In the other, the balance equation writes $X$ as a convex combination of compositions from `s`.

The infimum is then handled through two lemmas. `hullEnergy_le` uses the lower bound $-\sum_i|E_i|$, checked term by term, to place the hull energy below every mixture energy. `le_hullEnergy` turns a common lower bound on mixture energies into a lower bound on the hull energy, and needs a reachable composition.

`split_mixture` is the separation into $t$ and $v$. It distinguishes `w k < 1` from `1 ≤ w k`. In the first case, `ht`, `hb` and `hE` compute the total, composition and energy left after phase `k` is removed, and multiplication by `(1 - w k)⁻¹` renormalises them. In the second, the total forces all other fractions to vanish.

Inside `energyAboveHull_eq_max`, the statement `hmin` is $H(x_k)=\min(E_k,H'(x_k))$. Its two inequalities are joined by `le_antisymm`, and `linarith` supplies the weighted-average bound. A comparison of $E_k$ with $H'(x_k)$ then gives the maximum.

`energyAboveHull_eq_zero` uses the same splitting, with the competitor mixture now contradicting the hypothesis. For the stability margin, `hs` and `hH` show that the competitors' hull energy does not change with `E k`, and the main theorem is applied to `E'`. For the binary compound, `hm` exhibits the lever-rule mixture and `key` shows that every competitor mixture has the tie-line energy.
